# Pairing theorem for alternant matrices: the eigenspaces of E and −E have equal dimension

## Do the levels of a two-coloured π system always come in pairs?

Colour each of the n sites of a π system starred or unstarred. Call a real symmetric n × n matrix H alternant if H_ij = 0 whenever i and j have the same colour, including i = j. Energies are measured from the common site energy, and p(x) = det(x1 − H) is the characteristic polynomial.

The claim I know from Hückel theory is that p(−x) = (−1)ⁿ p(x), and that the levels E and −E are equally degenerate. I would like to see a complete argument, degenerate levels included, and a version that a proof assistant has checked. Where does the symmetry of H enter?

## Reversing the signs on one colour

Symmetry isn't needed for either claim. In the proofs below it is used only to compare the weights of an orbital on the two colours. It also guarantees that all n eigenvalues are real and that the eigenvectors span the space, but the two claims don't depend on this.

Let s_i = 1 on starred sites and s_i = −1 on unstarred ones, and let S be the diagonal matrix with entries s_i. Then S² = 1, and

(SHS)_ij = s_i H_ij s_j.

If i and j have the same colour, H_ij = 0. If they differ, s_i s_j = −1. In both cases the entry is −H_ij, so

SHS = −H.

It follows that S(x1 − H)S = x1 + H. Since det(S)² = 1,

p(−x) = det(−(x1 + H)) = (−1)ⁿ det(S(x1 − H)S) = (−1)ⁿ p(x).

For the orbitals, multiply SHS = −H by S from the left to get HS = −SH. If Hv = Ev, then

H(Sv) = −S(Hv) = −E(Sv).

So S maps the eigenspace of E into that of −E. It is injective because S² = 1, hence dim(E) ≤ dim(−E). The same argument started from −E gives the reverse inequality.

Four further results follow by short arguments.

**Hückel form.** Subtracting αv from both sides shows that (α1 + βA)v = (α + e)v exactly when βAv = ev. If A is alternant, so is βA, and e = ±βx gives equal degeneracy for α + βx and α − βx.

**Equal weights.** If H is real and symmetric and Hv = Ev with E ≠ 0, then v·H(Sv) = (Hv)·(Sv). This reads −E v·Sv = E v·Sv, so

v·Sv = Σ s_i v_i² = 0.

A normalised orbital therefore has weight 1/2 on each colour.

**Odd n.** Taking determinants of SHS = −H gives det H = −det H. Hence det H = 0, and some nonzero v satisfies Hv = 0.

**The three-membered ring.** Now let A be the adjacency matrix of the ring, with A_ij = 1 for i ≠ j and zeros on the diagonal. The uniform vector has eigenvalue 2. Suppose Av = −2v, and let t = v_0 + v_1 + v_2. Each row says t − v_i = −2v_i, so v_i = −t. Summing gives t = −3t, so t = 0 and v = 0. Without a two-colouring, pairing can fail.

## The allyl chain in numbers

Take sites 0, 1, 2 in a row, with the end sites starred and unit couplings between neighbours. Then

p(x) = x³ − 2x, p(−x) = −x³ + 2x = −p(x).

The levels are √2, 0 and −√2. The top eigenvalue has the normalised vector (1/2, 1/√2, 1/2). Reversing the middle sign gives (1/2, −1/√2, 1/2), with eigenvalue −√2. Both have weight 1/4 + 1/4 = 1/2 on the starred sites and 1/2 on the unstarred one. The zero-energy orbital (1/√2, 0, −1/√2) lies entirely on the starred sites, which shows why the weight result requires E ≠ 0.

## The Lean file

```lean
import Mathlib

open Matrix Polynomial

namespace AlternantPairing

variable {n : Type*} [Fintype n] [DecidableEq n]

/-- A matrix is alternant for a two-colouring of the sites if all its entries between sites
of the same colour vanish, the diagonal entries included. -/
def IsAlternant {R : Type*} [Zero R] (c : n → Bool) (H : Matrix n n R) : Prop :=
  ∀ i j, c i = c j → H i j = 0

/-- The diagonal matrix that keeps the amplitudes on one colour and reverses the sign of
those on the other. -/
def signMatrix (R : Type*) [CommRing R] (c : n → Bool) : Matrix n n R :=
  Matrix.diagonal fun i => if c i = true then 1 else -1

/-- Reversing the signs on one colour twice changes nothing. -/
theorem signMatrix_mul_self (R : Type*) [CommRing R] (c : n → Bool) :
    signMatrix R c * signMatrix R c = 1 := by
  rw [signMatrix, Matrix.diagonal_mul_diagonal, ← Matrix.diagonal_one]
  refine congrArg Matrix.diagonal (funext fun i => ?_)
  by_cases h : c i = true <;> simp [h]

/-- Reversing the signs on one colour turns an alternant matrix into its negative. -/
theorem sign_conj {R : Type*} [CommRing R] {c : n → Bool} {H : Matrix n n R}
    (hH : IsAlternant c H) : signMatrix R c * H * signMatrix R c = -H := by
  refine Matrix.ext fun i j => ?_
  rw [signMatrix, Matrix.mul_diagonal, Matrix.diagonal_mul, Matrix.neg_apply]
  by_cases hc : c i = c j
  · simp [hH i j hc]
  · revert hc
    cases c i <;> cases c j <;> simp

/-- The characteristic polynomial `p` of an alternant matrix on `n` sites satisfies
`p(-x) = (-1)^n p(x)`. -/
theorem charpoly_comp_neg {R : Type*} [CommRing R] {c : n → Bool} {H : Matrix n n R}
    (hH : IsAlternant c H) :
    H.charpoly.comp (-X) = (-1) ^ Fintype.card n * H.charpoly := by
  -- replacing x by -x in x - H amounts to a sign conjugation and an overall minus sign
  have key : (Polynomial.compRingHom (-X)).mapMatrix (Matrix.charmatrix H)
      = -(signMatrix R[X] c * Matrix.charmatrix H * signMatrix R[X] c) := by
    refine Matrix.ext fun i j => ?_
    rw [RingHom.mapMatrix_apply, Matrix.map_apply, Matrix.neg_apply, signMatrix,
      Matrix.mul_diagonal, Matrix.diagonal_mul, Matrix.charmatrix_apply]
    by_cases hij : i = j
    · subst hij
      by_cases h : c i = true <;> simp [h, hH i i rfl]
    · by_cases hc : c i = c j
      · simp [hij, hH i j hc]
      · revert hc
        cases c i <;> cases c j <;> simp [hij]
  have hdet : (signMatrix R[X] c).det * (signMatrix R[X] c).det = 1 := by
    rw [← Matrix.det_mul, signMatrix_mul_self, Matrix.det_one]
  calc H.charpoly.comp (-X)
      = Polynomial.compRingHom (-X) (Matrix.charmatrix H).det := rfl
    _ = (-(signMatrix R[X] c * Matrix.charmatrix H * signMatrix R[X] c)).det := by
        rw [RingHom.map_det, key]
    _ = (-1) ^ Fintype.card n * H.charpoly := by
        rw [Matrix.det_neg, Matrix.det_mul, Matrix.det_mul, Matrix.charpoly]
        linear_combination
          ((-1) ^ Fintype.card n * (Matrix.charmatrix H).det) * hdet

/-- If `v` solves the eigenvalue equation of an alternant matrix at energy `E`, then `v` with
its signs reversed on one colour solves it at energy `-E`. -/
theorem paired_orbital {R : Type*} [CommRing R] {c : n → Bool} {H : Matrix n n R}
    (hH : IsAlternant c H) {E : R} {v : n → R} (hv : H *ᵥ v = E • v) :
    H *ᵥ (signMatrix R c *ᵥ v) = (-E) • (signMatrix R c *ᵥ v) := by
  have anti : H * signMatrix R c = -(signMatrix R c * H) := by
    calc H * signMatrix R c
        = (signMatrix R c * signMatrix R c) * H * signMatrix R c := by
          rw [signMatrix_mul_self, one_mul]
      _ = signMatrix R c * (signMatrix R c * H * signMatrix R c) := by
          simp only [mul_assoc]
      _ = -(signMatrix R c * H) := by rw [sign_conj hH, mul_neg]
  rw [Matrix.mulVec_mulVec, anti, Matrix.neg_mulVec, ← Matrix.mulVec_mulVec, hv,
    Matrix.mulVec_smul, neg_smul]

/-- **Pairing theorem.** For an alternant matrix on `n` sites over any field, the characteristic
polynomial satisfies `p(-x) = (-1)^n p(x)`, and the eigenspaces of `E` and `-E` have equal
dimension for every `E`. -/
theorem pairing_theorem {K : Type*} [Field K] {c : n → Bool} {H : Matrix n n K}
    (hH : IsAlternant c H) :
    H.charpoly.comp (-X) = (-1) ^ Fintype.card n * H.charpoly ∧
    ∀ E : K, Module.finrank K (Module.End.eigenspace (Matrix.toLin' H) E)
      = Module.finrank K (Module.End.eigenspace (Matrix.toLin' H) (-E)) := by
  refine ⟨charpoly_comp_neg hH, ?_⟩
  -- the sign reversal embeds each eigenspace in the one of opposite energy
  have le : ∀ E : K, Module.finrank K (Module.End.eigenspace (Matrix.toLin' H) E)
      ≤ Module.finrank K (Module.End.eigenspace (Matrix.toLin' H) (-E)) := by
    intro E
    have maps : ∀ v ∈ Module.End.eigenspace (Matrix.toLin' H) E,
        Matrix.toLin' (signMatrix K c) v
          ∈ Module.End.eigenspace (Matrix.toLin' H) (-E) := by
      intro v hv
      rw [Module.End.mem_eigenspace_iff, Matrix.toLin'_apply] at hv
      rw [Module.End.mem_eigenspace_iff, Matrix.toLin'_apply, Matrix.toLin'_apply]
      exact paired_orbital hH hv
    refine LinearMap.finrank_le_finrank_of_injective
      (f := (Matrix.toLin' (signMatrix K c)).restrict maps) ?_
    intro a b hab
    have h : signMatrix K c *ᵥ a.1 = signMatrix K c *ᵥ b.1 := congrArg Subtype.val hab
    have h2 := congrArg (fun w => signMatrix K c *ᵥ w) h
    simp only [Matrix.mulVec_mulVec, signMatrix_mul_self, Matrix.one_mulVec] at h2
    exact Subtype.ext h2
  intro E
  have ge := le (-E)
  rw [neg_neg] at ge
  exact le_antisymm (le E) ge

/-- Hückel form: if `A` is alternant, the levels `α + β x` and `α - β x` of the Hamiltonian
`α + β A` have equal degeneracy. -/
theorem huckel_pairing {K : Type*} [Field K] {c : n → Bool} {A : Matrix n n K}
    (hA : IsAlternant c A) (α β x : K) :
    Module.finrank K (Module.End.eigenspace (Matrix.toLin' (α • 1 + β • A)) (α + β * x))
      = Module.finrank K
        (Module.End.eigenspace (Matrix.toLin' (α • 1 + β • A)) (α - β * x)) := by
  have hB : IsAlternant c (β • A) := fun i j h => by simp [hA i j h]
  -- the common site energy only shifts the spectrum
  have shift : ∀ e : K, Module.End.eigenspace (Matrix.toLin' (α • 1 + β • A)) (α + e)
      = Module.End.eigenspace (Matrix.toLin' (β • A)) e := by
    intro e
    ext v
    rw [Module.End.mem_eigenspace_iff, Module.End.mem_eigenspace_iff, map_add,
      LinearMap.add_apply, map_smul, Matrix.toLin'_one, LinearMap.smul_apply,
      LinearMap.id_apply, add_smul, add_right_inj]
  rw [sub_eq_add_neg, shift, shift]
  exact (pairing_theorem hB).2 (β * x)

/-- For a real symmetric alternant matrix, an orbital of nonzero energy has the same total
weight on the two colours. -/
theorem equal_weight {c : n → Bool} {H : Matrix n n ℝ} (hH : IsAlternant c H)
    (hs : H.IsSymm) {E : ℝ} (hE : E ≠ 0) {v : n → ℝ} (hv : H *ᵥ v = E • v) :
    ∑ i with c i = true, v i ^ 2 = ∑ i with c i = false, v i ^ 2 := by
  -- the orbital and its partner have different energies, so they are orthogonal
  have sym : v ⬝ᵥ H *ᵥ (signMatrix ℝ c *ᵥ v) = (H *ᵥ v) ⬝ᵥ (signMatrix ℝ c *ᵥ v) := by
    rw [Matrix.dotProduct_mulVec, ← Matrix.vecMul_transpose H v, hs.eq]
  rw [paired_orbital hH hv, hv, dotProduct_smul, smul_dotProduct, smul_eq_mul,
    smul_eq_mul] at sym
  have orth : v ⬝ᵥ (signMatrix ℝ c *ᵥ v) = 0 :=
    mul_left_cancel₀ hE (by linarith)
  rw [Finset.sum_filter, Finset.sum_filter, ← sub_eq_zero, ← Finset.sum_sub_distrib]
  refine Eq.trans ?_ orth
  refine Finset.sum_congr rfl fun i _ => ?_
  rw [signMatrix, Matrix.mulVec_diagonal]
  by_cases h : c i = true <;> simp [h] <;> ring

/-- A real alternant matrix on an odd number of sites has a nonzero orbital at energy zero. -/
theorem odd_nonbonding {c : n → Bool} {H : Matrix n n ℝ} (hH : IsAlternant c H)
    (hn : Odd (Fintype.card n)) : ∃ v : n → ℝ, v ≠ 0 ∧ H *ᵥ v = 0 := by
  have hS : (signMatrix ℝ c).det * (signMatrix ℝ c).det = 1 := by
    rw [← Matrix.det_mul, signMatrix_mul_self, Matrix.det_one]
  have h := congrArg Matrix.det (sign_conj hH)
  rw [Matrix.det_mul, Matrix.det_mul, Matrix.det_neg, hn.neg_one_pow] at h
  have h0 : H.det = 0 := by linear_combination (1 / 2) * h - (1 / 2) * H.det * hS
  exact Matrix.exists_mulVec_eq_zero_iff.mpr h0

/-- The adjacency matrix of a three-membered ring. -/
def triangle : Matrix (Fin 3) (Fin 3) ℝ := !![0, 1, 1; 1, 0, 1; 1, 1, 0]

/-- Pairing fails for the three-membered ring: the uniform orbital has eigenvalue `2`, but
no nonzero orbital has eigenvalue `-2`. -/
theorem triangle_not_paired :
    triangle *ᵥ ![1, 1, 1] = (2 : ℝ) • ![1, 1, 1] ∧
    ∀ v : Fin 3 → ℝ, triangle *ᵥ v = (-2 : ℝ) • v → v = 0 := by
  constructor
  · ext i
    fin_cases i <;> simp [triangle, Matrix.mulVec, dotProduct, Fin.sum_univ_three] <;> norm_num
  · intro v h
    have h0 := congrFun h 0
    have h1 := congrFun h 1
    have h2 := congrFun h 2
    simp [triangle, Matrix.mulVec, dotProduct, Fin.sum_univ_three] at h0 h1 h2
    ext i
    fin_cases i <;> simp <;> linarith

end AlternantPairing
```

```lean
#print axioms AlternantPairing.pairing_theorem
#print axioms AlternantPairing.huckel_pairing
#print axioms AlternantPairing.odd_nonbonding
#print axioms AlternantPairing.triangle_not_paired
```

```
'AlternantPairing.pairing_theorem' depends on axioms: [propext, Classical.choice, Quot.sound]
'AlternantPairing.huckel_pairing' depends on axioms: [propext, Classical.choice, Quot.sound]
'AlternantPairing.odd_nonbonding' depends on axioms: [propext, Classical.choice, Quot.sound]
'AlternantPairing.triangle_not_paired' depends on axioms: [propext, Classical.choice, Quot.sound]
```

## What the statements say about the π system

The finite type `n` labels the sites, and `Fintype.card n` is their number. The colouring is `c : n → Bool`, with `true` for starred. `IsAlternant c H` is the vanishing condition above. Physically, it says that all site energies are equal and set to zero, and that only sites of different colour couple, at any distance.

`pairing_theorem` holds over any field. Its first part is an identity of polynomials, with `comp (-X)` substituting −x for x. Its second part compares `Module.finrank`, the dimension, of the two eigenspaces; if E is not an eigenvalue, both dimensions are zero.

In `huckel_pairing`, α stands for the energy of an electron in one p orbital of the framework, and β for the coupling between bonded neighbours. Both are arbitrary parameters here. `equal_weight` adds the hypothesis `H.IsSymm` and does not require v to be normalised.

The eigenvalue equation has no overlap matrix, so the site orbitals are taken as orthonormal. Heteroatoms with different site energies are excluded, as is electron repulsion. No orbitals are filled either, so the uniform π charge of neutral alternant hydrocarbons, often quoted together with pairing, is not proved here.

For finite, non-interacting Hückel models with equal site energies, whose sites can be two-coloured so that only sites of different colour couple, the result makes the level diagram symmetric about α, which gives a simple check on a numerical diagonalisation.

## From the sign reversal to the checked proof

`signMatrix_mul_self` is S² = 1. `sign_conj` proves SHS = −H entry by entry, splitting on whether the colours agree.

In `charpoly_comp_neg`, the step `key` shows that substituting −x in x1 − H gives −S(x1 − H)S. `RingHom.map_det` carries the substitution through the determinant, and `hdet` supplies det(S)² = 1.

`paired_orbital` derives HS = −SH as `anti` and applies it to v. In `pairing_theorem`, `le` restricts S to an eigenspace and proves injectivity by applying S a second time. Using `le` at E and at −E, `le_antisymm` gives equality.

`huckel_pairing` removes α through `shift`. `equal_weight` obtains the two expressions for v·H(Sv) from `sym`, cancels E to reach `orth`, and identifies v·Sv with the difference of the two weights. `odd_nonbonding` takes the determinant of `sign_conj` and turns det H = 0 into a nonzero vector. `triangle_not_paired` writes out the three row equations, and `linarith` solves them.
